# A product of $k$ distinct Majorana operators becomes a self-adjoint involution after multiplication by $i^{k(k-1)/2}$

A product of anticommuting operators depends on the order of its factors, so a string of Majorana operators is described here by a list of labels and not by a set. Any order is allowed, and the labels themselves need no ordering. The price is that a list may repeat a label, so distinctness is a separate hypothesis where it is needed.

Let $g_a$ be elements of a complex star-algebra, labelled by $a$ in some index set, with

$$g_a^*=g_a,\qquad g_a^2=1,\qquad g_ag_b=-g_bg_a\quad(a\neq b).$$

For a list $l=(a_1,\dots,a_k)$ write $g_l=g_{a_1}\cdots g_{a_k}$, with $g_l=1$ for the empty list, and put $t_k=k(k-1)/2$. If the labels in $l$ are distinct, then

$$g_l^*=(-1)^{t_k}g_l,\qquad g_l^2=(-1)^{t_k},$$

and $h_l=i^{t_k}g_l$ satisfies $h_l^*=h_l$ and $h_l^2=1$.

For finitely many fermionic modes, as in an electronic Hamiltonian over a finite orbital basis, such strings serve as Hermitian building blocks, and $h_l^2=1$ gives $e^{-i\theta h_l}=\cos\theta-i\sin\theta\,h_l$ for real $\theta$.

## Counting exchanges by hand

**Moving one generator.** Let $n_a(l)$ be the number of times $a$ occurs in $l$. When $g_a$ moves through $g_l$, each of the $k-n_a(l)$ factors different from $g_a$ contributes a minus sign, and the equal factors contribute none. Since $k-n_a(l)$ and $k+n_a(l)$ have the same parity,

$$g_a g_l=(-1)^{k+n_a(l)}\,g_l g_a .$$

**Reversing the string.** For $k=0$ we have $1^*=1$ and $t_0=0$. Suppose the formula for the adjoint holds for a list $l$ of $k$ distinct labels, and let $b$ be a label not in $l$. Then $n_b(l)=0$, and

$$(g_bg_l)^*=g_l^*g_b=(-1)^{t_k}g_lg_b=(-1)^{t_k+k}g_bg_l .$$

Since $t_{k+1}=t_k+k$, this is the formula for length $k+1$.

**Squaring the string.** In $g_l^*g_l=g_{a_k}\cdots g_{a_1}g_{a_1}\cdots g_{a_k}$ the two innermost factors are equal and cancel. Repeating this gives $g_l^*g_l=1$. Inserting the formula for the adjoint gives $(-1)^{t_k}g_l^2=1$, hence $g_l^2=(-1)^{t_k}$.

**Choosing the phase.** The adjoint conjugates scalars, so

$$h_l^*=(-i)^{t_k}(-1)^{t_k}g_l=i^{t_k}g_l=h_l,\qquad
h_l^2=(i^2)^{t_k}(-1)^{t_k}=1 .$$

The first length at which the phase matters is $k=2$, where $t_2=1$ and $h_l=ig_ag_b$. Directly, $(ig_ag_b)^*=-ig_bg_a=ig_ag_b$. For $k=0$ and $k=1$ the phase is $1$, and the string is the identity or a single generator.

A slip to watch for is applying the reversal sign to a list with a repeated label. The list $(a,a)$ has length 2, so the formula would predict $g_l^*=-g_l$, yet $g_l=g_a^2=1$ is self-adjoint. The induction breaks where it uses $n_b(l)=0$.

## The relations and the strings in Lean

The type `ι` holds the labels and may be infinite. The type `A` is a ring with a star operation, which stands for the Hermitian adjoint. No Hilbert space, norm or finite dimension is assumed.

```lean
import Mathlib

open Complex

namespace MajoranaStrings

noncomputable section

variable {ι A : Type*} [Ring A] [StarRing A]
```

The predicate on a family `g : ι → A` records the three relations. Its normalisation is $g_a^2=1$, so that $g_ag_b+g_bg_a=2\delta_{ab}$; for a fermionic mode with annihilation operator $c$, the operator $c+c^\dagger$ has this normalisation. Majorana operators normalised to square to $1/2$ must first be multiplied by $\sqrt2$.

```lean
/-- A family of Majorana operators: self-adjoint, squaring to one, and pairwise
anticommuting. -/
structure IsMajoranaFamily (g : ι → A) : Prop where
  selfAdj : ∀ a, star (g a) = g a
  sq : ∀ a, g a * g a = 1
  anti : ∀ a b, a ≠ b → g a * g b = -(g b * g a)
```

The string $g_l$ is the product of the operators along the list, from left to right.

```lean
/-- The Majorana string: the product of the operators `g a` in the order of the list. -/
def majoranaString {ι A : Type*} [Ring A] (g : ι → A) (l : List ι) : A :=
  (l.map g).prod
```

The element $h_l$ carries the phase as a complex scalar. The exponent is a natural number, and its division by 2 is exact because $k(k-1)$ is even.

```lean
/-- The Majorana string of length `k` multiplied by the phase `i ^ (k (k - 1) / 2)`. -/
def hermitianString {ι A : Type*} [Ring A] [Algebra ℂ A] (g : ι → A) (l : List ι) : A :=
  (I ^ (l.length * (l.length - 1) / 2)) • majoranaString g l
```

For comparing two strings, the overlap of $l$ and $m$ is $\sum_{a\in l}n_a(m)$, with repetitions in $l$ counted.

```lean
/-- The number of pairs of equal entries, one from each list; for lists without repetition this is
the number of shared labels. -/
def overlap {ι : Type*} [DecidableEq ι] (l m : List ι) : ℕ :=
  (l.map fun a => m.count a).sum
```

## Cancellation and the exchange sign

Two small lemmas support the inductions. The first splits off the leading factor of a string, and the second says that a sign squares to one.

```lean
lemma string_cons {ι A : Type*} [Ring A] (g : ι → A) (a : ι) (l : List ι) :
    majoranaString g (a :: l) = g a * majoranaString g l := by
  simp [majoranaString]

lemma sign_mul_self (n : ℕ) : (-1 : ℂ) ^ n * (-1) ^ n = 1 := by
  rw [← mul_pow]; norm_num
```

The identity $g_l^*g_l=1$ is proved by induction on the list. The adjoint of $g_bg_l$ is $g_l^*g_b$, so the product contains $g_bg_b$ in the middle; `hg.sq` removes it, and the induction hypothesis finishes. Distinctness is not required.

```lean
/-- Every Majorana string is an isometry: its adjoint times itself is one. -/
theorem IsMajoranaFamily.star_mul_string {g : ι → A} (hg : IsMajoranaFamily g)
    (l : List ι) : star (majoranaString g l) * majoranaString g l = 1 := by
  induction l with
  | nil => simp [majoranaString]
  | cons b l ih =>
    -- the two innermost factors are equal and cancel
    rw [string_cons, star_mul, hg.selfAdj, mul_assoc, ← mul_assoc (g b) (g b), hg.sq,
      one_mul, ih]
```

From here on `A` is also an algebra over $\mathbb C$, so signs can be written as complex scalars. The next theorem is the rule for moving one generator, and it also holds for lists with repetitions. The induction compares $a$ with the leading label $b$. If they are equal, the length and the count both rise by one, and the sign is unchanged. If they differ, only the length rises, and the anticommutation relation supplies the extra minus sign.

```lean
variable [Algebra ℂ A]

/-- Moving a Majorana operator through a string gives one minus sign for each factor
different from it. -/
theorem IsMajoranaFamily.generator_mul_string [DecidableEq ι] {g : ι → A}
    (hg : IsMajoranaFamily g) (a : ι) (l : List ι) :
    g a * majoranaString g l =
      ((-1 : ℂ) ^ (l.length + l.count a)) • (majoranaString g l * g a) := by
  induction l with
  | nil => simp [majoranaString]
  | cons b l ih =>
    rw [string_cons]
    by_cases h : a = b
    · -- an equal factor commutes
      subst h
      have e : (-1 : ℂ) ^ (l.length + 1 + (l.count a + 1)) =
          (-1) ^ (l.length + l.count a) := by
        rw [show l.length + 1 + (l.count a + 1) = (l.length + l.count a) + 2 by ring,
          pow_add]
        norm_num
      rw [List.count_cons_self, List.length_cons, e, mul_assoc (g a) _ (g a),
        ← mul_smul_comm, ← ih]
    · -- a different factor anticommutes
      have h' : ¬ b = a := fun e => h e.symm
      have hc : (b :: l).count a = l.count a := by simp [h']
      rw [hc, List.length_cons,
        show l.length + 1 + l.count a = (l.length + l.count a) + 1 by ring, pow_succ]
      calc g a * (g b * majoranaString g l)
          = -(g b * (g a * majoranaString g l)) := by
            rw [← mul_assoc, hg.anti a b h, neg_mul, mul_assoc]
        _ = _ := by rw [ih, mul_smul_comm, mul_neg_one, neg_smul, mul_assoc]
```

## The adjoint and the square

The hypothesis `l.Nodup` says that no label occurs twice. In the induction step it splits into two facts: $b$ is not in the tail, and the tail has distinct labels. The first sets the count in the exchange rule to zero. The proof then rewrites both sides as multiples of $g_lg_b$, and `Nat.triangle_succ` provides $t_{k+1}=t_k+k$.

```lean
/-- The adjoint of a string of `k` distinct Majorana operators is the string itself times
`(-1) ^ (k (k - 1) / 2)`. -/
theorem IsMajoranaFamily.star_string {g : ι → A} (hg : IsMajoranaFamily g)
    (l : List ι) (hl : l.Nodup) :
    star (majoranaString g l) =
      ((-1 : ℂ) ^ (l.length * (l.length - 1) / 2)) • majoranaString g l := by
  classical
  induction l with
  | nil => simp [majoranaString]
  | cons b l ih =>
    obtain ⟨hb, hl'⟩ := List.nodup_cons.mp hl
    have h := hg.generator_mul_string b l
    rw [List.count_eq_zero.mpr hb, add_zero] at h
    -- reversing one more factor costs `l.length` exchanges
    rw [string_cons, star_mul, hg.selfAdj, ih hl', smul_mul_assoc, h, smul_smul,
      List.length_cons, Nat.triangle_succ, pow_add, mul_assoc, sign_mul_self, mul_one]
```

For the square, the proof replaces the $1$ on the right by $g_l^*g_l$ and inserts the formula for the adjoint. The two equal signs then cancel.

```lean
/-- A string of `k` distinct Majorana operators squares to `(-1) ^ (k (k - 1) / 2)`. -/
theorem IsMajoranaFamily.string_sq {g : ι → A} (hg : IsMajoranaFamily g)
    (l : List ι) (hl : l.Nodup) :
    majoranaString g l * majoranaString g l =
      ((-1 : ℂ) ^ (l.length * (l.length - 1) / 2)) • (1 : A) := by
  rw [← hg.star_mul_string l, hg.star_string l hl, smul_mul_assoc, smul_smul,
    sign_mul_self, one_smul]
```

## The phase that repairs both signs

The main theorem adds the assumption `StarModule ℂ A`, which says that $(zx)^*=\bar z\,x^*$ for a complex number $z$ and an element $x$. The earlier results never take the adjoint of a scalar multiple and do not need it. The conclusion has two parts: `IsSelfAdjoint` is $h_l^*=h_l$, and the second part is $h_l^2=1$.

Each part has a local fact named `key` about scalars. These are $\overline{i^t}\,(-1)^t=i^t$ and $i^t i^t(-1)^t=1$, the two computations made above for the phase. The remaining rewriting collects the scalars in front of the string.

```lean
/-- For `k` distinct Majorana operators, `i ^ (k (k - 1) / 2)` times their string is
self-adjoint and squares to one. -/
theorem IsMajoranaFamily.hermitianString_involution [StarModule ℂ A] {g : ι → A}
    (hg : IsMajoranaFamily g) (l : List ι) (hl : l.Nodup) :
    IsSelfAdjoint (hermitianString g l) ∧
      hermitianString g l * hermitianString g l = 1 := by
  constructor
  · -- conjugating the phase produces the same sign as reversing the string
    have key : ∀ t : ℕ, star (I ^ t) * (-1 : ℂ) ^ t = I ^ t := by
      intro t
      rw [star_pow, Complex.star_def, Complex.conj_I, ← mul_pow]
      simp
    change star (hermitianString g l) = hermitianString g l
    rw [hermitianString, star_smul, hg.star_string l hl, smul_smul, key]
  · have key : ∀ t : ℕ, I ^ t * I ^ t * (-1 : ℂ) ^ t = 1 := by
      intro t
      rw [← mul_pow, ← mul_pow, Complex.I_mul_I]
      norm_num
    rw [hermitianString, smul_mul_assoc, mul_smul_comm, hg.string_sq l hl, smul_smul,
      smul_smul, key, one_smul]
```

## Which strings are Hermitian without a phase

Let the labels in $l$ be distinct. By the formula for the adjoint, the bare string $g_l$ is then self-adjoint whenever $t_k$ is even. The parity of $t_k$ depends only on $k$ modulo 4, as an induction with $t_{k+1}=t_k+k$ shows.

```lean
lemma triangle_even_iff (k : ℕ) :
    k * (k - 1) / 2 % 2 = 0 ↔ k % 4 = 0 ∨ k % 4 = 1 := by
  induction k with
  | zero => simp
  | succ k ih =>
    rw [Nat.triangle_succ]
    generalize k * (k - 1) / 2 = t at *
    omega
```

For the converse, suppose that $t_k$ is odd and $g_l^*=g_l$. Then $g_l=-g_l$, so $2g_l=0$ and $g_l=0$. This contradicts $g_l^*g_l=1$ as long as $1\neq0$ in the algebra, which is what `Nontrivial A` assumes. Products of two or three distinct Majorana operators are therefore anti-Hermitian, while products of four or five are Hermitian as they stand.

```lean
/-- Without a phase, a string of `k` distinct Majorana operators is self-adjoint exactly when `k` is
0 or 1 modulo 4, provided the algebra is nontrivial. -/
theorem IsMajoranaFamily.string_selfAdjoint_iff [Nontrivial A] {g : ι → A}
    (hg : IsMajoranaFamily g) (l : List ι) (hl : l.Nodup) :
    IsSelfAdjoint (majoranaString g l) ↔ l.length % 4 = 0 ∨ l.length % 4 = 1 := by
  rw [← triangle_even_iff, ← Nat.even_iff]
  change star (majoranaString g l) = majoranaString g l ↔ _
  have hs := hg.star_string l hl
  constructor
  · intro h
    by_contra ht
    rw [(Nat.not_even_iff_odd.mp ht).neg_one_pow, h, neg_one_smul] at hs
    -- a string equal to its own negative vanishes, but strings are isometries
    have h2 : (2 : ℂ) • majoranaString g l = 0 := by
      rw [two_smul]
      exact eq_neg_iff_add_eq_zero.mp hs
    have h0 : majoranaString g l = 0 := by
      have h3 := congrArg (fun x => (2⁻¹ : ℂ) • x) h2
      simpa [smul_smul] using h3
    have h1 := hg.star_mul_string l
    rw [h0, mul_zero] at h1
    exact zero_ne_one h1
  · intro ht
    rw [hs, ht.neg_one_pow, one_smul]
```

## Exchanging two strings

Let $l$ and $m$ be any two lists, of lengths $|l|$ and $|m|$. Moving each factor $g_a$ of $g_l$ through $g_m$ costs $(-1)^{|m|+n_a(m)}$. Multiplying these signs over the entries of $l$ gives

$$g_lg_m=(-1)^{|l||m|+\sum_{a\in l}n_a(m)}\,g_mg_l .$$

The Lean proof is an induction on `l`: it moves the tail through $g_m$ by the induction hypothesis, and then the leading generator by the exchange rule. For two strings of even length without repetitions, the sign is decided by the number of shared labels alone. The phases in $h_l$ and $h_m$ are scalars, so they do not affect it.

```lean
/-- Two Majorana strings commute up to the sign given by the product of their lengths plus
their overlap. -/
theorem IsMajoranaFamily.string_mul_string [DecidableEq ι] {g : ι → A}
    (hg : IsMajoranaFamily g) (l m : List ι) :
    majoranaString g l * majoranaString g m =
      ((-1 : ℂ) ^ (l.length * m.length + overlap l m)) •
        (majoranaString g m * majoranaString g l) := by
  induction l with
  | nil => simp [majoranaString, overlap]
  | cons a l ih =>
    have e : (a :: l).length * m.length + overlap (a :: l) m =
        (l.length * m.length + overlap l m) + (m.length + m.count a) := by
      simp only [overlap, List.length_cons, List.map_cons, List.sum_cons]
      ring
    -- first move the shorter string, then the remaining generator
    rw [e, pow_add, string_cons, mul_assoc, ih, mul_smul_comm, ← mul_assoc,
      hg.generator_mul_string a m, smul_mul_assoc, smul_smul, mul_assoc]
```

## The Pauli matrices as an instance

The labels 0, 1 and 2 stand for $\sigma_x$, $\sigma_y$ and $\sigma_z$, and the star operation on matrices is the conjugate transpose. The example concerns the algebraic relations only: for one fermionic mode with $c=(\sigma_x+i\sigma_y)/2$, the matrices $\sigma_x$ and $\sigma_y$ are its two Majorana operators, while $\sigma_z=1-2c^\dagger c$ is the fermion parity.

```lean
/-- The three Pauli matrices. -/
def pauli : Fin 3 → Matrix (Fin 2) (Fin 2) ℂ :=
  ![!![0, 1; 1, 0], !![0, -I; I, 0], !![1, 0; 0, -1]]
```

The three relations are checked entry by entry, after a split into the possible labels. In the anticommutation field, the cases with equal labels are excluded by the hypothesis $a\neq b$.

```lean
/-- The three Pauli matrices satisfy the relations of `IsMajoranaFamily`. -/
theorem isMajoranaFamily_witness : IsMajoranaFamily pauli where
  selfAdj := by
    intro a
    fin_cases a <;> ext i j <;> fin_cases i <;> fin_cases j <;>
      simp [pauli, Matrix.star_apply]
  sq := by
    intro a
    fin_cases a <;> ext i j <;> fin_cases i <;> fin_cases j <;>
      simp [pauli, Matrix.mul_apply, Fin.sum_univ_succ]
  anti := by
    intro a b h
    fin_cases a <;> fin_cases b <;>
      first
      | exact absurd rfl h
      | (ext i j
         fin_cases i <;> fin_cases j <;>
           simp [pauli, Matrix.mul_apply, Fin.sum_univ_succ])

end

end MajoranaStrings
```

In this example $\sigma_x\sigma_y=i\sigma_z$, so the Hermitian string of the list $(0,1)$ is $i\sigma_x\sigma_y=-\sigma_z$. For all three labels, $t_3=3$ and $\sigma_x\sigma_y\sigma_z=i$, so the Hermitian string is $i^3\cdot i=1$. The defining relations thus do not force different strings to be linearly independent, and none of the theorems claims that the strings form a basis of the algebra.

```lean
#print axioms MajoranaStrings.IsMajoranaFamily.hermitianString_involution
-- 'MajoranaStrings.IsMajoranaFamily.hermitianString_involution' depends on axioms: [propext, Classical.choice, Quot.sound]
#print axioms MajoranaStrings.IsMajoranaFamily.string_selfAdjoint_iff
-- 'MajoranaStrings.IsMajoranaFamily.string_selfAdjoint_iff' depends on axioms: [propext, Classical.choice, Quot.sound]
#print axioms MajoranaStrings.IsMajoranaFamily.string_mul_string
-- 'MajoranaStrings.IsMajoranaFamily.string_mul_string' depends on axioms: [propext, Classical.choice, Quot.sound]
```
